# Detailed balance holds exactly when the restricted weights are stationary under every finite truncation

**Q:** I cut a rate model for the charge states of a defect down to a few states, renormalise the old equilibrium weights, and use them as a steady state of the smaller model. What permits that?

**A:** Detailed balance does. If the step is to work for every finite selection of states, nothing weaker will do.

```lean
import Mathlib

open Finset

namespace StateSpaceTruncation

noncomputable section

variable {S : Type*}
```

Let \(\pi_i\) be the weight of state \(i\) and \(k_{ij}\) the rate of \(i\to j\). The net current is
\[ J_{ij}=\pi_i k_{ij}-\pi_j k_{ji}. \]

```lean
/-- Net probability current from state `i` to state `j` for weights `π` and rates `k i j`
of the transitions `i → j`. -/
def current (k : S → S → ℝ) (π : S → ℝ) (i j : S) : ℝ :=
  π i * k i j - π j * k j i
```

The master equation gives \(\dot\pi_j=\sum_i J_{ij}\).

```lean
/-- Right-hand side of the master equation: the total net current into state `j`. -/
def masterRHS [Fintype S] (k : S → S → ℝ) (π : S → ℝ) (j : S) : ℝ :=
  ∑ i, current k π i j
```

Stationarity makes each of these sums vanish; detailed balance makes each term vanish.

```lean
/-- The weights `π` do not change in time under the master equation. -/
def Stationary [Fintype S] (k : S → S → ℝ) (π : S → ℝ) : Prop :=
  ∀ j, masterRHS k π j = 0

/-- Each transition is balanced by its reverse. -/
def DetailedBalance (k : S → S → ℝ) (π : S → ℝ) : Prop :=
  ∀ i j, π i * k i j = π j * k j i
```

**Q:** Where is the escape rate? If a deleted exit still drains its state, you have an absorbing boundary.

**A:** Loss appears only inside \(J_{ij}\), as \(-\pi_j k_{ji}\). Deleting a transition therefore removes its gain and its loss together, and the boundary reflects. A diagonal entry \(k_{jj}\) has no effect, since \(J_{jj}=0\). The truncated process lives on `A` itself, with the inherited rates.

```lean
/-- Rates of the process on `A` in which all transitions leaving or entering `A` are deleted. -/
def truncate (k : S → S → ℝ) (A : Finset S) : A → A → ℝ :=
  fun i j => k i j

/-- The restriction of `π` to `A` is stationary for the process truncated to `A`. -/
def StationaryOn (k : S → S → ℝ) (π : S → ℝ) (A : Finset S) : Prop :=
  Stationary (truncate k A) (fun i : A => π i)
```

The normalised weights on `A` are defined separately.

```lean
/-- The weights `π` on `A`, divided by their sum over `A`. -/
def conditional (π : S → ℝ) (A : Finset S) : A → ℝ :=
  fun i => π i / ∑ l ∈ A, π l
```

**Q:** Does `StationaryOn` reduce to something I can compute?

**A:** Yes, to \(\sum_{i\in A}J_{ij}=0\) for each \(j\in A\). The proof turns the sum over the states of the small process into a sum over the subset `A`.

```lean
/-- Stationarity on `A` means that the net currents from the states of `A` into each state
of `A` sum to zero. -/
theorem stationaryOn_iff (k : S → S → ℝ) (π : S → ℝ) (A : Finset S) :
    StationaryOn k π A ↔ ∀ j ∈ A, ∑ i ∈ A, current k π i j = 0 := by
  have key : ∀ j : A, masterRHS (truncate k A) (fun i : A => π i) j
      = ∑ i ∈ A, current k π i j :=
    fun j => Finset.sum_coe_sort A (fun i => current k π i j)
  constructor
  · intro h j hj
    exact (key ⟨j, hj⟩).symm.trans (h ⟨j, hj⟩)
  · intro h j
    exact (key j).trans (h j j.2)
```

**Q:** Then one direction is immediate.

**A:** Under detailed balance every \(J_{ij}\) is zero, and so is every sum of them. In Lean, `Finset.sum_eq_zero` reduces the goal to single terms.

```lean
/-- Under detailed balance the restriction of `π` to any finite set of states is stationary
for the truncated process. -/
theorem DetailedBalance.stationaryOn {k : S → S → ℝ} {π : S → ℝ}
    (h : DetailedBalance k π) (A : Finset S) : StationaryOn k π A := by
  rw [stationaryOn_iff]
  intro j _
  refine Finset.sum_eq_zero fun i _ => ?_
  simp only [current]
  linarith [h i j]
```

For the converse, take \(i\ne j\) and \(A=\{i,j\}\). Stationarity at \(j\) reads \(J_{ij}+J_{jj}=J_{ij}=0\), which is detailed balance for that pair. For \(i=j\) there is nothing to show. `Finset.sum_pair` writes out the two-term sum.

```lean
/-- Detailed balance holds if and only if, for every finite set `A` of states, the restriction
of `π` to `A` is stationary for the process truncated to `A`. -/
theorem detailedBalance_iff_truncations (k : S → S → ℝ) (π : S → ℝ) :
    DetailedBalance k π ↔ ∀ A : Finset S, StationaryOn k π A := by
  classical
  refine ⟨fun h A => h.stationaryOn A, fun h i j => ?_⟩
  by_cases hij : i = j
  · rw [hij]
  -- the truncation to two states isolates a single current
  have h2 := (stationaryOn_iff k π {i, j}).1 (h {i, j}) j (by simp)
  rw [Finset.sum_pair hij] at h2
  simp only [current] at h2
  linarith
```

**Q:** You never used \(\pi>0\), or even non-negative rates.

**A:** The equivalence is algebraic and holds for any real weights and rates, so the physical case is included. The full state space may even be infinite, as long as each `A` is finite. The theorem does not say that the truncated process has only one stationary distribution: if the cut disconnects `A`, there can be several.

**Q:** Must I test pairs, or would larger truncations do?

**A:** With \(n\) states, any single size \(m\) with \(2\le m<n\) is enough. The proof needs spare states to choose from, which this lemma supplies.

```lean
/-- If there are enough states, a set of `r` states can be chosen outside a given set `F`. -/
theorem exists_avoiding [Fintype S] (F : Finset S) (r : ℕ)
    (h : r + F.card ≤ Fintype.card S) :
    ∃ C : Finset S, C.card = r ∧ ∀ x ∈ F, x ∉ C := by
  classical
  have h2 : r ≤ (Fᶜ).card := by
    rw [Finset.card_compl]
    omega
  obtain ⟨C, hC, hc⟩ := Finset.exists_subset_card_eq h2
  exact ⟨C, hc, fun x hx hxC => Finset.mem_compl.mp (hC hxC) hx⟩
```

Choose \(a\ne j\) and a set \(C\) of \(m-2\) other states. Stationarity on \(C\cup\{a,j\}\) gives
\[ J_{aj}+\sum_{i\in C}J_{ij}=0. \]
Replace \(a\) by another state \(b\notin C\cup\{j\}\), keeping \(C\), and subtract: \(J_{aj}=J_{bj}\). There is room for \(a\), \(b\), \(j\) and \(C\) together because \(m<n\). All currents into \(j\) from other states are thus equal, and the first equation becomes \((m-1)J_{aj}=0\), so \(J_{aj}=0\). In the code these steps are `key`, `equal` and `h0`, where \(m-1\) appears as `C.card + 1`.

```lean
/-- On a finite state space, detailed balance already follows from, and implies, stationarity
of all truncations to `m` states, for any one size `m` from two up to one less than the
number of states. -/
theorem detailedBalance_iff_fixed_size [Fintype S] (k : S → S → ℝ) (π : S → ℝ)
    (m : ℕ) (hm : 2 ≤ m) (hn : m < Fintype.card S) :
    DetailedBalance k π ↔ ∀ A : Finset S, A.card = m → StationaryOn k π A := by
  classical
  refine ⟨fun h A _ => h.stationaryOn A, fun h => ?_⟩
  -- balance at `j` in the truncation to `a`, `j` and the states of `C`
  have key : ∀ (a j : S) (C : Finset S), a ≠ j → a ∉ C → j ∉ C → C.card = m - 2 →
      current k π a j + ∑ i ∈ C, current k π i j = 0 := by
    intro a j C haj ha hj hc
    have ha' : a ∉ insert j C := by
      simp [haj, ha]
    have hcard : (insert a (insert j C)).card = m := by
      rw [Finset.card_insert_of_notMem ha', Finset.card_insert_of_notMem hj, hc]
      omega
    have h1 := (stationaryOn_iff k π _).1 (h _ hcard) j (by simp)
    rw [Finset.sum_insert ha', Finset.sum_insert hj] at h1
    have hjj : current k π j j = 0 := by simp [current]
    linarith
  -- exchanging one state shows that all currents into `j` are equal
  have equal : ∀ a b j : S, a ≠ j → b ≠ j → current k π a j = current k π b j := by
    intro a b j haj hbj
    have h3 : ({a, b, j} : Finset S).card ≤ 3 := Finset.card_le_three
    obtain ⟨C, hc, hC⟩ := exists_avoiding ({a, b, j} : Finset S) (m - 2) (by omega)
    have h1 := key a j C haj (hC a (by simp)) (hC j (by simp)) hc
    have h2 := key b j C hbj (hC b (by simp)) (hC j (by simp)) hc
    linarith
  intro a j
  by_cases haj : a = j
  · rw [haj]
  have h2 : ({a, j} : Finset S).card ≤ 2 := Finset.card_le_two
  obtain ⟨C, hc, hC⟩ := exists_avoiding ({a, j} : Finset S) (m - 2) (by omega)
  have hj : j ∉ C := hC j (by simp)
  have h1 := key a j C haj (hC a (by simp)) hj hc
  have hs : ∑ i ∈ C, current k π i j = (C.card : ℝ) * current k π a j := by
    rw [Finset.sum_congr rfl (fun i hi =>
      equal i a j (fun e => hj (e ▸ hi)) haj), Finset.sum_const, nsmul_eq_mul]
  -- equal currents with vanishing sum are all zero
  have h0 : ((C.card : ℝ) + 1) * current k π a j = 0 := by
    rw [hs] at h1
    linarith
  have hpos : (C.card : ℝ) + 1 ≠ 0 := by positivity
  have hz := (mul_eq_zero.1 h0).resolve_left hpos
  simp only [current] at hz
  linarith
```

**Q:** What fails if I drop \(m<n\)?

**A:** A driven three-state cycle then passes the test. Its rates are \(k_{01}=6\), \(k_{12}=3\), \(k_{20}=2\), with no reverse transitions.

```lean
/-- Rates of a three-state cycle run through in one direction only. -/
def cycleRates : Fin 3 → Fin 3 → ℝ := ![![0, 6, 0], ![0, 0, 3], ![2, 0, 0]]
```

The weights \(1,2,3\), normalised to \(\tfrac16,\tfrac13,\tfrac12\), give a current of 1 on every link.

```lean
/-- Unequal positive weights on the three states of the cycle. -/
def cycleWeights : Fin 3 → ℝ := ![1, 2, 3]
```

What enters a state also leaves it, so the full set, \(m=n=3\), is stationary without detailed balance. Size \(m=1\) fails as a test too, because a single state has no transitions left.

```lean
/-- For the three-state cycle all truncations to one state and to all three states are
stationary, yet detailed balance fails. -/
theorem fixed_size_sharp :
    (∀ A : Finset (Fin 3), A.card = 1 ∨ A.card = 3 →
      StationaryOn cycleRates cycleWeights A) ∧
    ¬ DetailedBalance cycleRates cycleWeights := by
  constructor
  · rintro A (hA | hA)
    · obtain ⟨a, rfl⟩ := Finset.card_eq_one.mp hA
      rw [stationaryOn_iff]
      intro j hj
      rw [Finset.mem_singleton] at hj
      subst hj
      simp [current]
    · have hU : A = Finset.univ := Finset.eq_univ_of_card A (by simpa using hA)
      subst hU
      rw [stationaryOn_iff]
      intro j _
      fin_cases j <;>
        norm_num [current, cycleRates, cycleWeights, Fin.sum_univ_succ]
  · intro h
    have h01 := h 0 1
    norm_num [cycleRates, cycleWeights] at h01
```

**Q:** Suppose my full model is stationary but driven. Can one particular cut still be harmless?

**A:** Yes. For \(j\in A\), full stationarity splits into
\[ \sum_{i\in A}J_{ij}+\sum_{i\notin A}J_{ij}=0, \]
so the first sum vanishes exactly when the second does. The net current from outside must be zero into each retained state separately; a zero total over `A` is not enough.

```lean
/-- If `π` is stationary for the full process, its restriction to `A` is stationary for the
truncated process exactly when the net current from outside into each state of `A` is zero. -/
theorem stationaryOn_iff_boundary [Fintype S] [DecidableEq S] {k : S → S → ℝ} {π : S → ℝ}
    (hst : Stationary k π) (A : Finset S) :
    StationaryOn k π A ↔ ∀ j ∈ A, ∑ i ∈ Aᶜ, current k π i j = 0 := by
  rw [stationaryOn_iff]
  refine forall₂_congr fun j _ => ?_
  have h := Finset.sum_add_sum_compl A (fun i => current k π i j)
  have h0 : ∑ i, current k π i j = 0 := hst j
  constructor <;> intro h1 <;> linarith
```

**Q:** And the renormalisation I started with?

**A:** Here positivity enters. For nonempty \(A\), \(Z=\sum_{l\in A}\pi_l>0\), so the weights \(\pi_i/Z\) sum to one. Every current is divided by the same \(Z\), and its sums vanish exactly when they did before.

```lean
/-- For positive weights and nonempty `A` the conditional distribution on `A` sums to one, and
it is stationary for the truncated process exactly when the restriction of `π` is. -/
theorem conditional_stationary_iff (k : S → S → ℝ) {π : S → ℝ} (hπ : ∀ i, 0 < π i)
    {A : Finset S} (hA : A.Nonempty) :
    ∑ i, conditional π A i = 1 ∧
      (Stationary (truncate k A) (conditional π A) ↔ StationaryOn k π A) := by
  have hZ : ∑ l ∈ A, π l ≠ 0 := (Finset.sum_pos (fun i _ => hπ i) hA).ne'
  constructor
  · exact (Finset.sum_coe_sort A (fun i => π i / ∑ l ∈ A, π l)).trans
      (by rw [← Finset.sum_div, div_self hZ])
  · -- normalisation divides every current by the same number
    have hm : ∀ j : A, masterRHS (truncate k A) (conditional π A) j
        = masterRHS (truncate k A) (fun i : A => π i) j / ∑ l ∈ A, π l := by
      intro j
      unfold masterRHS
      rw [Finset.sum_div]
      refine Finset.sum_congr rfl fun i _ => ?_
      simp only [current, conditional]
      ring
    unfold StationaryOn Stationary
    refine forall_congr' fun j => ?_
    rw [hm j, div_eq_zero_iff]
    exact or_iff_left hZ

end

end StateSpaceTruncation
```

For a finite Markov model with fixed rates and positive weights, this gives a check. If the truncated model has only one normalised steady state, compare it with the renormalised full weights. A difference shows that the full model violates detailed balance with respect to those weights; agreement for a single cut does not prove that detailed balance holds.

```lean
#print axioms StateSpaceTruncation.detailedBalance_iff_truncations
-- 'StateSpaceTruncation.detailedBalance_iff_truncations' depends on axioms: [propext, Classical.choice, Quot.sound]
#print axioms StateSpaceTruncation.detailedBalance_iff_fixed_size
-- 'StateSpaceTruncation.detailedBalance_iff_fixed_size' depends on axioms: [propext, Classical.choice, Quot.sound]
#print axioms StateSpaceTruncation.stationaryOn_iff_boundary
-- 'StateSpaceTruncation.stationaryOn_iff_boundary' depends on axioms: [propext, Classical.choice, Quot.sound]
#print axioms StateSpaceTruncation.conditional_stationary_iff
-- 'StateSpaceTruncation.conditional_stationary_iff' depends on axioms: [propext, Classical.choice, Quot.sound]
```
